# Crank–Nicolson can make a population negative in a two-state exchange and still converge to equilibrium

## Is a negative population at the first step a bug?

Molecules switch from form A to form B at rate a and back at rate b. I write p₀ for the population of A and p₁ for that of B, as fractions of the total, so the master equation is

dp₀/dt = −a p₀ + b p₁,  dp₁/dt = a p₀ − b p₁.

I integrate it with the Crank–Nicolson method at a fixed time step h, which uses the average of the right-hand side at the old and the new time. Everything starts in A. With a = 4, b = 1 and h = 1 the population of A is −1/7 after one step and 17/49 after two, and then it settles at 1/5, which is the correct equilibrium. Have I made a programming error, or does the method do this? And if the first step looks fine, could a negative value still turn up later?

## The method does this when h(a − b) > 2, and the first step already shows it

Collect the populations in a column p = (p₀, p₁) and the rates in the matrix

K = [[−a, b], [a, −b]],

written row by row, so that dp/dt = K p. Each column of K sums to zero because molecules are only exchanged. Rates are nonnegative, h is positive, and a prime marks the populations after a step. One Crank–Nicolson step is then

(I − (h/2)K) p′ = (I + (h/2)K) p.

Your numbers are what this equation gives. If both rates are positive and everything starts in A, a negative population of A occurs at some step exactly when h(a − b) > 2, and in that case it is there after the first step.

### Solving one step

The matrix on the left has determinant

(1 + ha/2)(1 + hb/2) − h²ab/4 = 1 + h(a + b)/2,

which is positive, so p′ is uniquely determined. Multiplied by 2, the two rows read

(2 + ha) p₀′ − hb p₁′ = (2 − ha) p₀ + hb p₁

−ha p₀′ + (2 + hb) p₁′ = ha p₀ + (2 − hb) p₁.

Their sum gives p₀′ + p₁′ = p₀ + p₁, so the total is conserved. Put p₁′ = p₀ + p₁ − p₀′ into the first row and collect terms:

(2 + h(a + b)) p₀′ = (2 − h(a − b)) p₀ + 2hb p₁.

Conservation then gives the other population:

(2 + h(a + b)) p₁′ = 2ha p₀ + (2 + h(a − b)) p₁.

The factor on the left is positive, so the right-hand sides decide the signs. For p = (1, 0) the new population of A has the sign of 2 − h(a − b), and it is negative exactly when h(a − b) > 2.

If every probability vector is to stay nonnegative, the start in A requires h(a − b) ≤ 2, and the start in B, p = (0, 1), requires h(a − b) ≥ −2. Together these say h|a − b| ≤ 2. Conversely, under this condition all four coefficients on the right are nonnegative, so nonnegative populations stay nonnegative. For your rates the largest such step is h = 2/3.

### Following the run to equilibrium

Now let both rates be positive, and let xₙ be the population of A after n steps, with x₀ = 1. Since the total stays at 1, the population of B is 1 − xₙ, and the one-step result becomes

xₙ₊₁ = g xₙ + 2hb/(2 + h(a + b)),  g = (2 − h(a + b))/(2 + h(a + b)).

Because 1 − g = 2h(a + b)/(2 + h(a + b)), the constant term equals (1 − g) b/(a + b). Therefore

xₙ₊₁ − b/(a + b) = g (xₙ − b/(a + b)).

The initial deviation is 1 − b/(a + b) = a/(a + b), so

xₙ = (b + a gⁿ)/(a + b),

and the population of B is a(1 − gⁿ)/(a + b).

The numerator of g lies strictly between −(2 + h(a + b)) and 2 + h(a + b), so |g| < 1 and xₙ tends to b/(a + b) for every h > 0. A correct long-time value is therefore no evidence that the early populations were nonnegative.

It remains to see whether trouble can start late. Suppose h(a − b) ≤ 2. Then

b + a g = (a + b)(2 − h(a − b))/(2 + h(a + b)) ≥ 0.

If g ≥ 0, then b + a gⁿ ≥ b > 0 for all n. If g < 0, the case n = 0 gives a + b > 0, and for n ≥ 1 we have |gⁿ| ≤ |g|, hence gⁿ ≥ −|g| = g and b + a gⁿ ≥ b + a g ≥ 0. No step gives a negative population of A.

The exact solution of the master equation has exp(−(a + b)h) in the place of g, and this is always positive. A negative g, which occurs when h(a + b) > 2, makes the computed population jump from one side of equilibrium to the other. It falls below zero only if the first jump is larger than the equilibrium population leaves room for.

Here is the argument in Lean 4 with Mathlib.

```lean
import Mathlib

open Matrix Filter Topology

namespace CrankNicolsonExchange

noncomputable section

/-- The rate matrix of the exchange between A (index 0) and B (index 1), with rate `a` from A to B
and rate `b` from B to A; it acts on columns of populations. -/
def rateMatrix (a b : ℝ) : Matrix (Fin 2) (Fin 2) ℝ := !![-a, b; a, -b]

/-- The Crank-Nicolson propagator of the linear equation `dp/dt = K p` for a time step `h`, if
`1 - (h/2) K` is invertible; otherwise Lean's inverse, and with it this matrix, is zero. -/
def crankNicolson {n : Type*} [Fintype n] [DecidableEq n] (K : Matrix n n ℝ) (h : ℝ) :
    Matrix n n ℝ :=
  (1 - (h / 2) • K)⁻¹ * (1 + (h / 2) • K)

/-- The factor `(2 - h(a+b)) / (2 + h(a+b))`; Lean gives it the value zero if `h(a+b) = -2`. -/
def damping (a b h : ℝ) : ℝ := (2 - h * (a + b)) / (2 + h * (a + b))

/-- The determinant of the implicit part of the Crank-Nicolson step for the exchange
between A and B is `1 + h(a+b)/2`. -/
theorem det_implicit (a b h : ℝ) :
    (1 - (h / 2) • rateMatrix a b).det = 1 + h * (a + b) / 2 := by
  simp [rateMatrix, Matrix.det_fin_two]
  ring

/-- For nonnegative rates and a positive time step, this is the explicit result of one
Crank-Nicolson step from arbitrary populations `p`. -/
theorem crankNicolson_mulVec {a b h : ℝ} (ha : 0 ≤ a) (hb : 0 ≤ b) (hh : 0 < h)
    (p : Fin 2 → ℝ) :
    crankNicolson (rateMatrix a b) h *ᵥ p =
      ![((2 - h * (a - b)) * p 0 + 2 * h * b * p 1) / (2 + h * (a + b)),
        (2 * h * a * p 0 + (2 + h * (a - b)) * p 1) / (2 + h * (a + b))] := by
  have hD : 2 + h * (a + b) ≠ 0 := by positivity
  have hu : IsUnit (1 - (h / 2) • rateMatrix a b).det := by
    rw [det_implicit]
    exact isUnit_iff_ne_zero.mpr (by positivity)
  -- the proposed populations solve the implicit equation
  have hv : (1 + (h / 2) • rateMatrix a b) *ᵥ p = (1 - (h / 2) • rateMatrix a b) *ᵥ
      ![((2 - h * (a - b)) * p 0 + 2 * h * b * p 1) / (2 + h * (a + b)),
        (2 * h * a * p 0 + (2 + h * (a - b)) * p 1) / (2 + h * (a + b))] := by
    ext i
    fin_cases i <;>
      simp [rateMatrix, Matrix.mulVec, dotProduct, Fin.sum_univ_two] <;>
      field_simp <;> ring
  unfold crankNicolson
  rw [← Matrix.mulVec_mulVec, hv, Matrix.mulVec_mulVec, Matrix.nonsing_inv_mul _ hu,
    Matrix.one_mulVec]

/-- For nonnegative rates and a positive time step, one Crank-Nicolson step started with all
population in A gives a negative population of A exactly when `h(a-b) > 2`. -/
theorem crankNicolson_negative_iff {a b h : ℝ} (ha : 0 ≤ a) (hb : 0 ≤ b) (hh : 0 < h) :
    (crankNicolson (rateMatrix a b) h *ᵥ ![1, 0]) 0 < 0 ↔ 2 < h * (a - b) := by
  have hD : 0 < 2 + h * (a + b) := by positivity
  rw [crankNicolson_mulVec ha hb hh]
  simp only [Matrix.cons_val_zero, Matrix.cons_val_one, Matrix.cons_val_fin_one]
  rw [div_lt_iff₀ hD]
  constructor <;> intro H <;> linarith

/-- For nonnegative rates and a positive time step, one Crank-Nicolson step keeps the populations
of every probability vector nonnegative exactly when `h|a-b| ≤ 2`. -/
theorem preserves_nonneg_iff {a b h : ℝ} (ha : 0 ≤ a) (hb : 0 ≤ b) (hh : 0 < h) :
    (∀ p : Fin 2 → ℝ, (∀ i, 0 ≤ p i) → p 0 + p 1 = 1 →
      ∀ i, 0 ≤ (crankNicolson (rateMatrix a b) h *ᵥ p) i) ↔ h * |a - b| ≤ 2 := by
  have hD : 0 < 2 + h * (a + b) := by positivity
  have e : h * |a - b| = |h * (a - b)| := by rw [abs_mul, abs_of_pos hh]
  rw [e, abs_le]
  constructor
  · -- the two pure states give the two bounds
    intro H
    have h1 := H ![1, 0] (by intro i; fin_cases i <;> simp) (by simp) 0
    have h2 := H ![0, 1] (by intro i; fin_cases i <;> simp) (by simp) 1
    rw [crankNicolson_mulVec ha hb hh] at h1 h2
    simp only [Matrix.cons_val_zero, Matrix.cons_val_one, Matrix.cons_val_fin_one] at h1 h2
    rw [le_div_iff₀ hD] at h1 h2
    constructor <;> linarith
  · rintro ⟨hl, hr⟩ p hp _
    have h0 := hp 0
    have h1 := hp 1
    rw [Fin.forall_fin_two, crankNicolson_mulVec ha hb hh]
    simp only [Matrix.cons_val_zero, Matrix.cons_val_one, Matrix.cons_val_fin_one]
    exact ⟨div_nonneg (add_nonneg (mul_nonneg (by linarith) h0) (by positivity)) hD.le,
      div_nonneg (add_nonneg (by positivity) (mul_nonneg (by linarith) h1)) hD.le⟩

/-- For positive rates and a positive time step, these are the populations of A and B after `n`
Crank-Nicolson steps started with population one in A and zero in B. -/
theorem populations_after {a b h : ℝ} (ha : 0 < a) (hb : 0 < b) (hh : 0 < h) (n : ℕ) :
    crankNicolson (rateMatrix a b) h ^ n *ᵥ ![1, 0] =
      ![(b + a * damping a b h ^ n) / (a + b), a * (1 - damping a b h ^ n) / (a + b)] := by
  have hs : a + b ≠ 0 := by positivity
  have hD : 2 + h * (a + b) ≠ 0 := by positivity
  induction n with
  | zero =>
    rw [pow_zero, pow_zero, Matrix.one_mulVec]
    refine congrArg₂ (fun x y : ℝ => ![x, y]) ?_ ?_
    · field_simp
      ring
    · simp
  | succ n ih =>
    rw [pow_succ', ← Matrix.mulVec_mulVec, ih, crankNicolson_mulVec ha.le hb.le hh, pow_succ]
    simp only [Matrix.cons_val_zero, Matrix.cons_val_one, Matrix.cons_val_fin_one]
    generalize damping a b h ^ n = G
    unfold damping
    refine congrArg₂ (fun x y : ℝ => ![x, y]) ?_ ?_
    · field_simp
      ring
    · field_simp
      ring

/-- For positive rates and a positive time step, the damping factor has modulus below one. -/
theorem abs_damping_lt_one {a b h : ℝ} (ha : 0 < a) (hb : 0 < b) (hh : 0 < h) :
    |damping a b h| < 1 := by
  have hs : 0 < h * (a + b) := by positivity
  have hD : 0 < 2 + h * (a + b) := by positivity
  unfold damping
  rw [abs_lt, lt_div_iff₀ hD, div_lt_iff₀ hD]
  constructor <;> linarith

/-- For positive rates, a positive time step and a start in A, the population of A is negative
after some number of Crank-Nicolson steps exactly when `h(a-b) > 2`. -/
theorem ever_negative_iff {a b h : ℝ} (ha : 0 < a) (hb : 0 < b) (hh : 0 < h) :
    (∃ n : ℕ, (crankNicolson (rateMatrix a b) h ^ n *ᵥ ![1, 0]) 0 < 0) ↔
      2 < h * (a - b) := by
  have hs : 0 < a + b := by positivity
  have hD : 0 < 2 + h * (a + b) := by positivity
  constructor
  · rintro ⟨n, hn⟩
    rw [populations_after ha hb hh, Matrix.cons_val_zero, div_lt_iff₀ hs, zero_mul] at hn
    by_contra hc
    have h1 : 0 ≤ b + a * damping a b h := by
      have e : b + a * damping a b h =
          (a + b) * (2 - h * (a - b)) / (2 + h * (a + b)) := by
        unfold damping
        field_simp
        ring
      rw [e]
      exact div_nonneg (mul_nonneg hs.le (by linarith)) hD.le
    have hlt := abs_damping_lt_one ha hb hh
    rcases le_or_gt 0 (damping a b h) with hg | hg
    · have h2 := mul_nonneg ha.le (pow_nonneg hg n)
      linarith
    · rcases Nat.eq_zero_or_pos n with h0 | h0
      · rw [h0, pow_zero] at hn
        linarith
      · -- later powers of a negative factor of modulus below one are never below the first
        have h2 : |damping a b h ^ n| ≤ |damping a b h| := by
          rw [abs_pow]
          exact pow_le_of_le_one (abs_nonneg _) hlt.le (by omega)
        rw [abs_of_neg hg] at h2
        have h3 : damping a b h ≤ damping a b h ^ n := by
          linarith [neg_abs_le (damping a b h ^ n)]
        have h4 := mul_le_mul_of_nonneg_left h3 ha.le
        linarith
  · intro H
    refine ⟨1, ?_⟩
    rw [pow_one]
    exact (crankNicolson_negative_iff ha.le hb.le hh).mpr H

/-- For positive rates and any positive time step, the Crank-Nicolson population of A, started with
one in A and zero in B, converges to the equilibrium value `b/(a+b)`. -/
theorem tendsto_equilibrium {a b h : ℝ} (ha : 0 < a) (hb : 0 < b) (hh : 0 < h) :
    Tendsto (fun n : ℕ => (crankNicolson (rateMatrix a b) h ^ n *ᵥ ![1, 0]) 0) atTop
      (𝓝 (b / (a + b))) := by
  have h1 := tendsto_pow_atTop_nhds_zero_of_abs_lt_one (abs_damping_lt_one ha hb hh)
  have h2 := ((h1.const_mul a).const_add b).div_const (a + b)
  simpa only [populations_after ha hb hh, Matrix.cons_val_zero, mul_zero, add_zero] using h2

end

end CrankNicolsonExchange
```

```lean
#print axioms CrankNicolsonExchange.crankNicolson_negative_iff
-- 'CrankNicolsonExchange.crankNicolson_negative_iff' depends on axioms: [propext, Classical.choice, Quot.sound]
#print axioms CrankNicolsonExchange.preserves_nonneg_iff
-- 'CrankNicolsonExchange.preserves_nonneg_iff' depends on axioms: [propext, Classical.choice, Quot.sound]
#print axioms CrankNicolsonExchange.ever_negative_iff
-- 'CrankNicolsonExchange.ever_negative_iff' depends on axioms: [propext, Classical.choice, Quot.sound]
#print axioms CrankNicolsonExchange.tendsto_equilibrium
-- 'CrankNicolsonExchange.tendsto_equilibrium' depends on axioms: [propext, Classical.choice, Quot.sound]
```

### What the theorems say about the exchange

`rateMatrix a b` is K, with index 0 for A and index 1 for B. It acts on columns, which is why the rate out of A stands in the first column. `crankNicolson K h` is the matrix (I − (h/2)K)⁻¹(I + (h/2)K) for any finite square real matrix, but the theorems concern only the two-state K. The symbol `*ᵥ` applies a matrix to a vector, `![1, 0]` is the start in A, and `damping a b h` is g.

`crankNicolson_negative_iff` is the first-step criterion, and `preserves_nonneg_iff` is the condition h|a − b| ≤ 2 for all probability vectors. Both assume `0 ≤ a`, `0 ≤ b` and `0 < h`, so an irreversible reaction with b = 0 is included. The theorems about many steps assume both rates positive. `populations_after` gives both populations after n steps, `ever_negative_iff` says that a negative population of A occurs at some step exactly when h(a − b) > 2, and `tendsto_equilibrium` says that the population of A converges to b/(a + b). All three concern the start in A.

The sign conditions on a and b express that a rate is a probability per unit time for a molecule to switch. Keeping the rates constant stands for a bath at fixed temperature and pressure. The numbers are real numbers, so rounding plays no part, and h is the same at every step. For simulation practice, h|a − b| ≤ 2 is the condition on the time step that keeps the populations nonnegative in a two-state master equation with constant rates. It does not ensure accuracy: for a = b it allows every step, however large. A network with more than two states needs its own analysis.

The first-step criterion fails if negative h is allowed. Take a = 1, b = 4 and h = −1, a step backwards in time. Then h(a − b) = 3 exceeds 2, but 2 + h(a + b) = −3 is negative as well, and the new population of A is (2 − 3)/(−3) = 1/3.

### How Lean checks the step, the powers and the limit

`det_implicit` computes the determinant. `crankNicolson_mulVec` uses it to show that the inverse in the definition is a true inverse. Where the derivation above solves for p′, Lean is given the solution and verifies it: the statement `hv` says that the proposed populations satisfy the implicit equation, and `field_simp` and `ring` confirm this for each of the two components. `Matrix.nonsing_inv_mul` then cancels the inverse against the implicit matrix.

In `crankNicolson_negative_iff` this formula is inserted, `div_lt_iff₀` multiplies through by the positive denominator, and `linarith` settles the remaining linear inequality in both directions. `preserves_nonneg_iff` first rewrites h|a − b| ≤ 2 as two bounds on h(a − b). The pure states `![1, 0]` and `![0, 1]` supply one bound each. For the converse, each new population is a sum of nonnegative terms over a positive denominator.

`populations_after` is proved by induction on n, where the derivation used the deviation from equilibrium. The induction step applies the one-step formula to the populations after n steps. Replacing gⁿ by a single letter `G` leaves an identity between rational expressions, which `field_simp` and `ring` prove.

`abs_damping_lt_one` proves |g| < 1 by clearing the denominator. In `ever_negative_iff`, the direction from right to left takes n = 1 and quotes the first-step criterion. For the other direction, Lean assumes a negative population at step n together with h(a − b) ≤ 2 and derives a contradiction. `h1` is the inequality b + a g ≥ 0, and the cases are those given above: g ≥ 0, then g < 0 with n = 0, then g < 0 with n ≥ 1. In the last case `pow_le_of_le_one` gives |g|ⁿ ≤ |g|, from which `h3` obtains g ≤ gⁿ.

Finally, `tendsto_equilibrium` starts from the fact that powers of a number of modulus below one tend to zero. It multiplies by a, adds b, divides by a + b, and identifies the resulting sequence with the populations of A through `populations_after`.
